# Centroid and Variance of Vibrational Sidebands after Sudden Charging

An electron tunnels from an electrode onto a molecule. The nuclei now move in the potential of the charged molecule, but if the tunnelling event is fast compared with their motion, their state has had no time to change. That state is in general not stationary for the new Hamiltonian. It is a superposition of the new vibrational levels, and each level present in it contributes a line to the spectrum of the charging step. All these lines are called sidebands here, including the one that leaves the charged molecule in its vibrational ground state. Diagonalising the new Hamiltonian gives every sideband. How much can be said about the spectrum as a whole without doing so?

## Two moments from the change in the Hamiltonian

Let $H$ and $K$ be the Hamiltonians before and after charging, written as matrices in a finite vibrational basis, and let $D=K-H$. The molecule starts in a unit vector $\psi$ with $H\psi=E\psi$. The charged Hamiltonian $K$ is Hermitian, with orthonormal eigenvectors $u_j$ and eigenvalues $\kappa_j$. If the charging is sudden and the tunnelling amplitude does not depend on the nuclear positions, line $j$ sits at $\kappa_j$ with weight $w_j=|\langle u_j,\psi\rangle|^2$, a Franck–Condon factor. The claim is that the centroid $c=\sum_j w_j\kappa_j$ and the variance $\sum_j w_j(\kappa_j-c)^2$ are

$$c=E+\langle\psi,D\psi\rangle,\qquad \sum_j w_j(\kappa_j-c)^2=\|D\psi\|^2-\langle\psi,D\psi\rangle^2 .$$

It is convenient to measure energies from $E$ first. The eigenvalue equation gives

$$(K-E)\psi=(H-E)\psi+D\psi=D\psi .$$

Take the overlap with $u_j$. Since $K$ is Hermitian, it can act to the left, where it gives $\kappa_j$:

$$\langle u_j,D\psi\rangle=\langle u_j,(K-E)\psi\rangle=(\kappa_j-E)\langle u_j,\psi\rangle .$$

Completeness, $\sum_j\langle x,u_j\rangle\langle u_j,y\rangle=\langle x,y\rangle$, now yields three moments about $E$:

$$\sum_j w_j=\langle\psi,\psi\rangle=1,$$
$$\sum_j w_j(\kappa_j-E)=\langle\psi,D\psi\rangle,$$
$$\sum_j w_j(\kappa_j-E)^2=\langle D\psi,D\psi\rangle=\|D\psi\|^2 .$$

The first two give the centroid. For the variance, write $d=\langle\psi,D\psi\rangle$, so that $\kappa_j-c=(\kappa_j-E)-d$, and expand the square:

$$\sum_j w_j(\kappa_j-c)^2=\|D\psi\|^2-2d\cdot d+d^2=\|D\psi\|^2-d^2 .$$

In a given finite basis, these formulas check the computed lines and weights at the cost of one matrix–vector product. They hold however small the basis is, so they do not show whether it is large enough.

## A superposition of initial levels can have a different width

It is not enough for $E$ to be the mean energy $\langle\psi,H\psi\rangle$ of the initial state. Take

$$H=K=\begin{pmatrix}0&1\\1&0\end{pmatrix},\qquad \psi=\begin{pmatrix}1\\0\end{pmatrix}.$$

The mean energy is $0$ and $D=0$, so the variance formula would give $0$. The lines, however, lie at $\pm1$ with weight $\tfrac12$ each, and their variance is $1$. The centroid formula survives here; the width formula does not, because the initial state already has an energy spread of its own.

## States, lines and weights in Lean

The type `n` labels the vibrational basis states.

```lean
import Mathlib

open Matrix
open scoped InnerProductSpace

namespace VibrationalSidebands

noncomputable section

variable {n : Type*} [Fintype n] [DecidableEq n]
```

State vectors live in `EuclideanSpace ℂ n`, which carries the usual norm and an inner product that is conjugate-linear in its first argument. The function `act` applies a matrix to such a vector.

```lean
/-- The action of a matrix on a state vector. -/
def act {m : Type*} [Fintype m] (A : Matrix m m ℂ) (v : EuclideanSpace ℂ m) :
    EuclideanSpace ℂ m :=
  WithLp.toLp 2 (A *ᵥ v.ofLp)
```

The expectation value is defined as a real part, so that it can be compared with real energies. In the main theorem this loses nothing: there $\langle\psi,D\psi\rangle=\langle\psi,K\psi\rangle-E$ is real.

```lean
/-- The real part of the expectation value `⟨ψ, A ψ⟩`. -/
def expect {m : Type*} [Fintype m] (A : Matrix m m ℂ) (ψ : EuclideanSpace ℂ m) : ℝ :=
  (⟪ψ, act A ψ⟫_ℂ).re
```

The proof `hK` that $K$ is Hermitian gives access to the eigenvalues $\kappa_j$, written `hK.eigenvalues j`, and to the eigenvectors $u_j$, written `hK.eigenvectorBasis j`. The weight $w_j$ is the squared modulus of an overlap.

```lean
/-- The weight of sideband `j`: the squared overlap of `ψ` with the `j`-th eigenvector of the
charged Hamiltonian `K`. -/
def lineWeight {K : Matrix n n ℂ} (hK : K.IsHermitian) (ψ : EuclideanSpace ℂ n) (j : n) : ℝ :=
  ‖⟪hK.eigenvectorBasis j, ψ⟫_ℂ‖ ^ 2
```

A degenerate level appears once for each basis vector $u_j$ that belongs to it, and its physical weight is the sum of the corresponding $w_j$.

The next two definitions refer only to the lines and their weights. Neither mentions $H$, $D$ or $E$, so the sum rules relate independently defined quantities.

```lean
/-- The sideband centroid: the sum of the eigenvalues of `K`, each times its line weight. -/
def centroid {K : Matrix n n ℂ} (hK : K.IsHermitian) (ψ : EuclideanSpace ℂ n) : ℝ :=
  ∑ j, lineWeight hK ψ j * hK.eigenvalues j

/-- The sideband variance: the weighted sum of squared distances of the lines from the
centroid. -/
def variance {K : Matrix n n ℂ} (hK : K.IsHermitian) (ψ : EuclideanSpace ℂ n) : ℝ :=
  ∑ j, lineWeight hK ψ j * (hK.eigenvalues j - centroid hK ψ) ^ 2
```

The lines are placed at the total energies $\kappa_j$ of the charged molecule. The energy that the charging step must supply is $\kappa_j-E$, which shifts the centroid by $-E$ and leaves the variance alone. The model has a single pure initial state, with no thermal mixture, no electrode occupations and no lifetime broadening. It describes the charging step alone; a measured current also depends on how the electron leaves the molecule.

## From overlaps to moments

The first lemma is $Kv=Hv+Dv$.

```lean
/-- The action of `K` on a vector is the sum of the actions of `H` and `K - H` on it. -/
theorem act_split {m : Type*} [Fintype m] (K H : Matrix m m ℂ) (v : EuclideanSpace ℂ m) :
    act K v = act H v + act (K - H) v := by
  ext i
  simp [act, Matrix.sub_mulVec]
```

The second says that $\langle u_j,(K-c)v\rangle=(\kappa_j-c)\langle u_j,v\rangle$ for any vector $v$ and any real reference energy $c$, which need not be the centroid. Within its proof, `hsymm` moves the Hermitian matrix to the other side of the inner product and `heig` is the eigenvalue equation for $u_j$.

```lean
/-- For Hermitian `K`, the overlap of its `j`-th eigenvector with `(K - c) v` is the eigenvalue
measured from the real number `c`, times the overlap with `v`. -/
theorem overlap_shift {K : Matrix n n ℂ} (hK : K.IsHermitian) (v : EuclideanSpace ℂ n)
    (c : ℝ) (j : n) :
    ⟪hK.eigenvectorBasis j, act K v - (c : ℂ) • v⟫_ℂ
      = ((hK.eigenvalues j - c : ℝ) : ℂ) * ⟪hK.eigenvectorBasis j, v⟫_ℂ := by
  -- a Hermitian matrix can be moved to the other side of the inner product
  have hsymm : ∀ u : EuclideanSpace ℂ n, ⟪act K u, v⟫_ℂ = ⟪u, act K v⟫_ℂ := by
    intro u
    simp only [EuclideanSpace.inner_eq_star_dotProduct, act]
    rw [Matrix.star_mulVec, hK.eq, dotProduct_comm v.ofLp, ← Matrix.dotProduct_mulVec,
      dotProduct_comm (star u.ofLp)]
  have heig : act K (hK.eigenvectorBasis j)
      = (hK.eigenvalues j : ℂ) • hK.eigenvectorBasis j := by
    ext i
    change (K *ᵥ (hK.eigenvectorBasis j).ofLp) i
      = (hK.eigenvalues j : ℂ) * (hK.eigenvectorBasis j).ofLp i
    rw [hK.mulVec_eigenvectorBasis j]
    simp
  rw [inner_sub_right, ← hsymm, heig, inner_smul_left, inner_smul_right, Complex.conj_ofReal]
  push_cast
  ring
```

Completeness is stated in a form that serves every moment. Suppose the overlaps of $x$ and $y$ with $u_j$ are those of $\psi$ multiplied by real factors $p_j$ and $q_j$. Then $\sum_j w_jp_jq_j$ is the real part of $\langle x,y\rangle$. The proof expands $\langle x,y\rangle$ in the eigenbasis and compares the sums term by term.

```lean
/-- Completeness of the sidebands: for Hermitian `K`, if the overlaps of `x` and `y` with the
eigenvectors of `K` are those of `ψ` times real factors `p j` and `q j`, the weighted sum of
`p j * q j` over all lines is the real part of `⟨x, y⟩`. -/
theorem weighted_sum {K : Matrix n n ℂ} (hK : K.IsHermitian) {ψ x y : EuclideanSpace ℂ n}
    (p q : n → ℝ)
    (hx : ∀ j, ⟪hK.eigenvectorBasis j, x⟫_ℂ = (p j : ℂ) * ⟪hK.eigenvectorBasis j, ψ⟫_ℂ)
    (hy : ∀ j, ⟪hK.eigenvectorBasis j, y⟫_ℂ = (q j : ℂ) * ⟪hK.eigenvectorBasis j, ψ⟫_ℂ) :
    ∑ j, lineWeight hK ψ j * (p j * q j) = (⟪x, y⟫_ℂ).re := by
  rw [← hK.eigenvectorBasis.sum_inner_mul_inner x y, Complex.re_sum]
  refine Finset.sum_congr rfl fun j _ => ?_
  rw [← inner_conj_symm x (hK.eigenvectorBasis j), hx, hy, lineWeight, Complex.sq_norm,
    Complex.normSq_apply]
  simp only [map_mul, Complex.conj_ofReal, Complex.mul_re, Complex.mul_im, Complex.conj_re,
    Complex.conj_im, Complex.ofReal_re, Complex.ofReal_im]
  ring
```

The initial state now enters. The hypothesis `h` is $H\psi=E\psi$ with $E$ real. Combining it with `act_split` and `overlap_shift` gives $\langle u_j,D\psi\rangle=(\kappa_j-E)\langle u_j,\psi\rangle$.

```lean
variable {H K : Matrix n n ℂ} {ψ : EuclideanSpace ℂ n} {E : ℝ}

/-- If `H ψ = E ψ` with `E` real and `K` is Hermitian, the overlaps of `(K - H) ψ` with the
eigenvectors of `K` are those of `ψ` times the line positions measured from `E`. -/
theorem overlap_change (hK : K.IsHermitian) (h : act H ψ = (E : ℂ) • ψ) (j : n) :
    ⟪hK.eigenvectorBasis j, act (K - H) ψ⟫_ℂ
      = ((hK.eigenvalues j - E : ℝ) : ℂ) * ⟪hK.eigenvectorBasis j, ψ⟫_ℂ := by
  rw [← overlap_shift hK ψ E j, act_split K H ψ, h, add_sub_cancel_left]
```

## The sum rules

The main theorem assumes that $K$ is Hermitian, that $\psi$ has norm one and that $H\psi=E\psi$. It concludes both formulas. A physical $H$ is Hermitian as well, but the argument uses only the real eigenvalue $E$, so the statement does not ask for more.

In the proof, `m0`, `m1` and `m2` are the three moments about $E$. Each comes from `weighted_sum`, with factors $1$ or $\kappa_j-E$. The equation `hc` is the centroid formula, and the final part expands the square about the centroid exactly as in the derivation above.

```lean
/-- Sideband sum rules: for Hermitian `K` and a unit vector `ψ` with `H ψ = E ψ`, `E` real, the
centroid is `E + ⟨ψ, D ψ⟩` and the variance is `‖D ψ‖² - ⟨ψ, D ψ⟩²`, where `D = K - H`. -/
theorem sideband_centroid_and_variance (hK : K.IsHermitian) (hψ : ‖ψ‖ = 1)
    (h : act H ψ = (E : ℂ) • ψ) :
    centroid hK ψ = E + expect (K - H) ψ ∧
      variance hK ψ = ‖act (K - H) ψ‖ ^ 2 - expect (K - H) ψ ^ 2 := by
  have hself : ∀ x : EuclideanSpace ℂ n, (⟪x, x⟫_ℂ).re = ‖x‖ ^ 2 :=
    fun x => inner_self_eq_norm_sq (𝕜 := ℂ) x
  have hone : ∀ j, ⟪hK.eigenvectorBasis j, ψ⟫_ℂ
      = ((1 : ℝ) : ℂ) * ⟪hK.eigenvectorBasis j, ψ⟫_ℂ := fun j => by simp
  -- moments of order zero, one and two about the initial energy
  have m0 : ∑ j, lineWeight hK ψ j = 1 := by
    have := weighted_sum hK (fun _ => 1) (fun _ => 1) hone hone
    rw [hself, hψ] at this
    simpa using this
  have m1 : ∑ j, lineWeight hK ψ j * (1 * (hK.eigenvalues j - E)) = expect (K - H) ψ :=
    weighted_sum hK (fun _ => 1) (fun j => hK.eigenvalues j - E) hone (overlap_change hK h)
  have m2 : ∑ j, lineWeight hK ψ j * ((hK.eigenvalues j - E) * (hK.eigenvalues j - E))
      = ‖act (K - H) ψ‖ ^ 2 := by
    rw [← hself]
    exact weighted_sum hK (fun j => hK.eigenvalues j - E) (fun j => hK.eigenvalues j - E)
      (overlap_change hK h) (overlap_change hK h)
  have hc : centroid hK ψ = E + expect (K - H) ψ := by
    have e : centroid hK ψ = ∑ j, (E * lineWeight hK ψ j
        + lineWeight hK ψ j * (1 * (hK.eigenvalues j - E))) :=
      Finset.sum_congr rfl fun j _ => by ring
    rw [e, Finset.sum_add_distrib, ← Finset.mul_sum, m0, m1, mul_one]
  refine ⟨hc, ?_⟩
  -- move the reference point from the initial energy to the centroid
  have e : variance hK ψ = ∑ j,
      (lineWeight hK ψ j * ((hK.eigenvalues j - E) * (hK.eigenvalues j - E))
        - 2 * expect (K - H) ψ * (lineWeight hK ψ j * (1 * (hK.eigenvalues j - E)))
        + expect (K - H) ψ ^ 2 * lineWeight hK ψ j) := by
    rw [variance, hc]
    exact Finset.sum_congr rfl fun j _ => by ring
  rw [e, Finset.sum_add_distrib, Finset.sum_sub_distrib, ← Finset.mul_sum, ← Finset.mul_sum,
    m0, m1, m2]
  ring
```

## The third moment and the weight of distant lines

The same method reaches the third moment about $E$. Pairing $D\psi$ with $(K-E)D\psi$ and splitting $K=H+D$ gives

$$\sum_j w_j(\kappa_j-E)^3=\langle D\psi,(H-E)D\psi\rangle+\langle D\psi,D\,D\psi\rangle .$$

The Lean statement takes the real part of each term on the right, which changes nothing when $H$ is Hermitian. The initial Hamiltonian now contributes through its action on $D\psi$, and not only through $E$. No normalisation of $\psi$ is assumed; for a unit vector the left side is the third moment of a probability distribution.

```lean
/-- For Hermitian `K` and `H ψ = E ψ` with `E` real, the third moment of the sidebands about `E`
is the real part of `⟨D ψ, (H - E) D ψ⟩ + ⟨D ψ, D D ψ⟩`, where `D = K - H`. -/
theorem third_moment (hK : K.IsHermitian) (h : act H ψ = (E : ℂ) • ψ) :
    ∑ j, lineWeight hK ψ j * (hK.eigenvalues j - E) ^ 3
      = (⟪act (K - H) ψ, act H (act (K - H) ψ) - (E : ℂ) • act (K - H) ψ⟫_ℂ).re
        + (⟪act (K - H) ψ, act (K - H) (act (K - H) ψ)⟫_ℂ).re := by
  have key := weighted_sum hK (y := act K (act (K - H) ψ) - (E : ℂ) • act (K - H) ψ)
    (fun j => hK.eigenvalues j - E) (fun j => (hK.eigenvalues j - E) ^ 2)
    (overlap_change hK h) (fun j => by
      rw [overlap_shift, overlap_change hK h]
      push_cast
      ring)
  rw [act_split K H (act (K - H) ψ)] at key
  simp only [inner_sub_right, inner_add_right, Complex.add_re, Complex.sub_re] at key ⊢
  have e : ∑ j, lineWeight hK ψ j * (hK.eigenvalues j - E) ^ 3 = ∑ j, lineWeight hK ψ j *
      ((hK.eigenvalues j - E) * (hK.eigenvalues j - E) ^ 2) :=
    Finset.sum_congr rfl fun j _ => by ring
  rw [e, key]
  ring
```

The variance also limits how much weight can lie far from the centroid. For $\delta>0$, every line with $|\kappa_j-c|\ge\delta$ satisfies $\delta^2w_j\le w_j(\kappa_j-c)^2$. Summing over these lines, and then adding the remaining non-negative terms, gives

$$\delta^2\sum_{|\kappa_j-c|\ge\delta}w_j\le\|D\psi\|^2-\langle\psi,D\psi\rangle^2 .$$

The proof follows these two inequalities: the first is applied line by line, and the second enlarges the filtered sum to the full one.

```lean
/-- Chebyshev bound: for Hermitian `K` and a unit vector `ψ` with `H ψ = E ψ`, `E` real, the lines
at distance at least `δ > 0` from the centroid carry total weight at most
`(‖D ψ‖² - ⟨ψ, D ψ⟩²) / δ²`, where `D = K - H`. -/
theorem far_sideband_weight_le (hK : K.IsHermitian) (hψ : ‖ψ‖ = 1)
    (h : act H ψ = (E : ℂ) • ψ) {δ : ℝ} (hδ : 0 < δ) :
    ∑ j with δ ≤ |hK.eigenvalues j - centroid hK ψ|, lineWeight hK ψ j
      ≤ (‖act (K - H) ψ‖ ^ 2 - expect (K - H) ψ ^ 2) / δ ^ 2 := by
  have hw : ∀ j, 0 ≤ lineWeight hK ψ j := fun j => sq_nonneg _
  rw [le_div_iff₀ (pow_pos hδ 2), ← (sideband_centroid_and_variance hK hψ h).2,
    Finset.sum_mul, variance]
  refine le_trans (Finset.sum_le_sum fun j hj => ?_)
    (Finset.sum_le_sum_of_subset_of_nonneg (Finset.filter_subset _ _)
      fun j _ _ => mul_nonneg (hw j) (sq_nonneg _))
  have hj' := (Finset.mem_filter.mp hj).2
  refine mul_le_mul_of_nonneg_left ?_ (hw j)
  rw [← sq_abs (hK.eigenvalues j - centroid hK ψ)]
  exact pow_le_pow_left₀ hδ.le hj' 2
```

## Two coupled levels

Before charging, let two vibrational levels be uncoupled, with energies $0$ and $b$, and let the molecule occupy the first. Charging shifts that level by $a$ and couples it to the other with strength $g$:

$$H=\begin{pmatrix}0&0\\0&b\end{pmatrix},\qquad K=\begin{pmatrix}a&g\\g&b\end{pmatrix},\qquad D\psi=\begin{pmatrix}a\\g\end{pmatrix}.$$

Hence $\langle\psi,D\psi\rangle=a$ and $\|D\psi\|^2=a^2+g^2$, so the centroid is $a$ and the variance is $g^2$. The energy $b$ affects the positions of the two lines but neither of these moments. The theorem is phrased with `∃ hK` because `centroid` and `variance` take the proof of Hermiticity as an argument. Its proof computes $D\psi$ and applies the sum rules, without solving for the eigenvalues of $K$.

```lean
/-- Two-level model: for real `a`, `g`, `b`, the charged Hamiltonian with rows `(a, g)` and
`(g, b)` is Hermitian, and the first basis state has sideband centroid `a` and variance `g²`. -/
theorem two_level_sidebands (a g b : ℝ) :
    ∃ hK : (!![(a : ℂ), (g : ℂ); (g : ℂ), (b : ℂ)]).IsHermitian,
      centroid hK !₂[(1 : ℂ), 0] = a ∧ variance hK !₂[(1 : ℂ), 0] = g ^ 2 := by
  have hK : (!![(a : ℂ), (g : ℂ); (g : ℂ), (b : ℂ)]).IsHermitian := by
    ext i j
    fin_cases i <;> fin_cases j <;> simp [Matrix.conjTranspose_apply]
  have hψ : ‖(!₂[(1 : ℂ), 0] : EuclideanSpace ℂ (Fin 2))‖ = 1 := by
    simp [EuclideanSpace.norm_eq, Fin.sum_univ_two]
  -- before charging the two levels are uncoupled, at energies 0 and b
  have h : act !![(0 : ℂ), 0; 0, (b : ℂ)] !₂[(1 : ℂ), 0]
      = ((0 : ℝ) : ℂ) • !₂[(1 : ℂ), 0] := by
    ext i
    fin_cases i <;> simp [act]
  have hD : act (!![(a : ℂ), (g : ℂ); (g : ℂ), (b : ℂ)] - !![(0 : ℂ), 0; 0, (b : ℂ)])
      !₂[(1 : ℂ), 0] = !₂[(a : ℂ), (g : ℂ)] := by
    ext i
    fin_cases i <;> simp [act]
  obtain ⟨hc, hv⟩ := sideband_centroid_and_variance hK hψ h
  have he : (⟪(!₂[(1 : ℂ), 0] : EuclideanSpace ℂ (Fin 2)), !₂[(a : ℂ), (g : ℂ)]⟫_ℂ).re = a := by
    simp [PiLp.inner_apply, Fin.sum_univ_two]
  have hn : ‖(!₂[(a : ℂ), (g : ℂ)] : EuclideanSpace ℂ (Fin 2))‖ ^ 2 = a ^ 2 + g ^ 2 := by
    simp [EuclideanSpace.norm_sq_eq, Fin.sum_univ_two]
  rw [expect, hD, he] at hc hv
  rw [hn] at hv
  exact ⟨hK, by linarith, by linarith⟩

end

end VibrationalSidebands
```

```lean
#print axioms VibrationalSidebands.sideband_centroid_and_variance
#print axioms VibrationalSidebands.third_moment
#print axioms VibrationalSidebands.far_sideband_weight_le
#print axioms VibrationalSidebands.two_level_sidebands
```

```
'VibrationalSidebands.sideband_centroid_and_variance' depends on axioms: [propext, Classical.choice, Quot.sound]
'VibrationalSidebands.third_moment' depends on axioms: [propext, Classical.choice, Quot.sound]
'VibrationalSidebands.far_sideband_weight_le' depends on axioms: [propext, Classical.choice, Quot.sound]
'VibrationalSidebands.two_level_sidebands' depends on axioms: [propext, Classical.choice, Quot.sound]
```
